# Reciprocal basis of a planar lattice: lengths $2\pi\|a_2\|/S$ and $2\pi\|a_1\|/S$, supplementary angle

Let $a_1, a_2$ be linearly independent vectors in the Euclidean plane, let $S=|\det(a_1,a_2)|$ be the area of their cell, and let $b_1,b_2$ be the reciprocal basis, defined by $a_i\cdot b_j=2\pi\delta_{ij}$. Then $S>0$ and

$$\|b_1\|=\frac{2\pi\|a_2\|}{S},\qquad \|b_2\|=\frac{2\pi\|a_1\|}{S},\qquad \angle(b_1,b_2)=\pi-\angle(a_1,a_2).$$

In an electronic-structure calculation for a strictly two-dimensional crystal, these three numbers fix the shape of the reciprocal cell over which $k$ points are distributed. The result concerns the geometry of that cell only, whatever the Hamiltonian.

## Two vectors in a Euclidean plane

The first assumption is built into the types: there are exactly two lattice directions, and lengths and angles are the ordinary Euclidean ones.

```lean
import Mathlib

open Real InnerProductGeometry

namespace PlanarReciprocalBasis

noncomputable section

/-- The Euclidean plane containing the direct and reciprocal lattice vectors. -/
abbrev Plane := EuclideanSpace ℝ (Fin 2)
```

`Plane` is $\mathbb R^2$ with the Euclidean norm. Its components carry the indices 0 and 1, and they are pure real numbers, so units are left to the reader. For two vectors $u,v$ write

$$D=u_0v_1-u_1v_0 .$$

This is the signed area `cellDet u v`, and its absolute value is `cellArea u v`.

```lean
/-- The signed area of the cell spanned by two vectors. -/
def cellDet (u v : Plane) : ℝ := u 0 * v 1 - u 1 * v 0

/-- The area of the cell spanned by two vectors. -/
def cellArea (u v : Plane) : ℝ := |cellDet u v|
```

Rotating $v$ by a right angle gives $(v_1,-v_0)$, which is orthogonal to $v$. Scaled by $2\pi/D$, it becomes the reciprocal vector belonging to $u$.

```lean
/-- The reciprocal vector belonging to `u` in the cell spanned by `u` and `v`.
For a basis `a₁, a₂` one has `b₁ = recip a₁ a₂` and `b₂ = recip a₂ a₁`. -/
def recip (u v : Plane) : Plane := (2 * π / cellDet u v) • !₂[v 1, -v 0]
```

Thus $b_1$ is `recip a₁ a₂` and $b_2$ is `recip a₂ a₁`. The factor $2\pi$ is the convention in which plane waves are written $e^{ik\cdot r}$. Leaving it out would divide both reciprocal lengths by $2\pi$ and leave the angle unchanged.

The derivation by hand uses the plane in the rotation step, where one vector alone determines the direction orthogonal to it. The proof uses it by working in two components throughout, with the help of three small lemmas.

```lean
/-- Two vectors of the plane with equal Cartesian components are equal. -/
theorem plane_ext {u v : Plane} (h0 : u 0 = v 0) (h1 : u 1 = v 1) : u = v := by
  ext i
  fin_cases i
  exacts [h0, h1]

/-- The inner product in Cartesian components. -/
theorem inner_coord (u v : Plane) : inner ℝ u v = u 0 * v 0 + u 1 * v 1 := by
  rw [PiLp.inner_apply, Fin.sum_univ_two]
  simp only [RCLike.inner_apply, conj_trivial]
  ring

/-- The Cartesian components of a reciprocal vector. -/
theorem recip_apply (u v : Plane) :
    recip u v 0 = 2 * π / cellDet u v * v 1 ∧
      recip u v 1 = 2 * π / cellDet u v * (-v 0) := by
  constructor <;> rfl
```

In three dimensions $b_1$ and $b_2$ also depend on the third lattice vector, and their angle is in general not supplementary to that of $a_1$ and $a_2$.

## Linear independence gives the cell an area

The central hypothesis is `LinearIndependent ℝ ![a₁, a₂]`. Physically, the two translations generate a genuinely two-dimensional lattice instead of lying along one line. It is used in the equivalent form $D\neq0$.

Suppose first that $D=0$. Then

$$v_1u-u_1v=(D,0)=0,\qquad v_0u-u_0v=(0,-D)=0 .$$

If $u,v$ were independent, all these coefficients would vanish, so $u_0=u_1=0$ and $u=0$. But then $1\cdot u+0\cdot v=0$ is a nontrivial relation, a contradiction. Conversely, let $su+tv=0$. Combining the two component equations gives $sD=0$ and $tD=0$, so $D\ne0$ forces $s=t=0$.

```lean
/-- Two vectors are linearly independent exactly when their cell has nonzero signed area. -/
theorem linearIndependent_iff_cellDet (u v : Plane) :
    LinearIndependent ℝ ![u, v] ↔ cellDet u v ≠ 0 := by
  rw [LinearIndependent.pair_iff]
  constructor
  · intro h hD
    unfold cellDet at hD
    -- a vanishing determinant supplies explicit linear relations
    have h1 := h (v 1) (-u 1) (by
      apply plane_ext <;>
        simp only [PiLp.add_apply, PiLp.smul_apply, PiLp.zero_apply, smul_eq_mul]
      · linear_combination hD
      · ring)
    have h2 := h (v 0) (-u 0) (by
      apply plane_ext <;>
        simp only [PiLp.add_apply, PiLp.smul_apply, PiLp.zero_apply, smul_eq_mul]
      · ring
      · linear_combination -hD)
    have hu : u = 0 := plane_ext (neg_eq_zero.1 h2.2) (neg_eq_zero.1 h1.2)
    have h3 := h 1 0 (by rw [hu, smul_zero, zero_smul, add_zero])
    exact one_ne_zero h3.1
  · intro hD s t e
    have e0 := congrArg (fun w : Plane => w 0) e
    have e1 := congrArg (fun w : Plane => w 1) e
    simp only [PiLp.add_apply, PiLp.smul_apply, PiLp.zero_apply, smul_eq_mul] at e0 e1
    have hs : s * cellDet u v = 0 := by
      unfold cellDet
      linear_combination v 1 * e0 - v 0 * e1
    have ht : t * cellDet u v = 0 := by
      unfold cellDet
      linear_combination u 0 * e1 - u 1 * e0
    exact ⟨(mul_eq_zero.1 hs).resolve_right hD, (mul_eq_zero.1 ht).resolve_right hD⟩
```

The Lean proof follows these two directions. The relations just displayed are passed to the independence hypothesis as `h1` and `h2`, and `linear_combination` checks the elimination in the converse.

## A nonzero area fixes the dual vectors

The hypothesis is first needed to solve for the reciprocal vector. Let $w$ satisfy $u\cdot w=2\pi$ and $v\cdot w=0$. Then

$$Dw_0=v_1(u\cdot w)-u_1(v\cdot w)=2\pi v_1,$$
$$Dw_1=-v_0(u\cdot w)+u_0(v\cdot w)=-2\pi v_0 .$$

Dividing by $D$ gives exactly the formula for `recip u v`. In the other direction, that vector has inner product $(2\pi/D)\,D=2\pi$ with $u$ and $0$ with $v$.

```lean
/-- For linearly independent `u` and `v`, the reciprocal vector of `u` is the only vector
whose inner product with `u` is `2π` and with `v` is zero. -/
theorem eq_recip_iff {u v : Plane} (h : LinearIndependent ℝ ![u, v]) (w : Plane) :
    w = recip u v ↔ inner ℝ u w = 2 * π ∧ inner ℝ v w = 0 := by
  have hD := (linearIndependent_iff_cellDet u v).1 h
  obtain ⟨r0, r1⟩ := recip_apply u v
  rw [inner_coord, inner_coord]
  constructor
  · rintro rfl
    have hc : 2 * π / cellDet u v * (u 0 * v 1 - u 1 * v 0) = 2 * π :=
      div_mul_cancel₀ _ hD
    rw [r0, r1]
    constructor
    · linear_combination hc
    · ring
  · rintro ⟨h1, h2⟩
    -- solve the two linear equations for the components of w
    apply plane_ext
    · rw [r0, div_mul_eq_mul_div, eq_div_iff hD]
      unfold cellDet
      linear_combination v 1 * h1 - u 1 * h2
    · rw [r1, div_mul_eq_mul_div, eq_div_iff hD]
      unfold cellDet
      linear_combination -v 0 * h1 + u 0 * h2
```

This theorem ties the explicit formula to the usual definition of the reciprocal basis. Without independence the definition breaks down: if $u$ is a multiple of $v$, then $v\cdot w=0$ implies $u\cdot w=0$, which contradicts $u\cdot w=2\pi$. The only other dependent case is $v=0$ with $u\neq0$. Then the two conditions no longer determine $w$, and the reciprocal vector belonging to $v$ doesn't exist, since its inner product with $v$ would have to be $2\pi$.

The lengths follow from the same division. Put $c=2\pi/D$, so that $cD=2\pi$. Since `recip u v` is $c\,(v_1,-v_0)$, its squared length is $c^2\|v\|^2$, and

$$\bigl(S\,\|\mathrm{recip}(u,v)\|\bigr)^2=D^2c^2\|v\|^2=(2\pi\|v\|)^2 .$$

Both quantities being squared are nonnegative, so they are equal.

```lean
/-- If the signed area of the cell is nonzero, then the cell area times the length of one reciprocal
vector is `2π` times the length of the other direct vector. -/
theorem cellArea_mul_norm_recip {u v : Plane} (hD : cellDet u v ≠ 0) :
    cellArea u v * ‖recip u v‖ = 2 * π * ‖v‖ := by
  have hc : 2 * π / cellDet u v * cellDet u v = 2 * π := div_mul_cancel₀ _ hD
  obtain ⟨r0, r1⟩ := recip_apply u v
  unfold cellArea
  -- both sides are nonnegative, so it suffices to compare squares
  apply (sq_eq_sq₀ (by positivity) (by positivity)).1
  rw [mul_pow, mul_pow, sq_abs, ← real_inner_self_eq_norm_sq, ← real_inner_self_eq_norm_sq,
    inner_coord, inner_coord, r0, r1]
  generalize 2 * π / cellDet u v = c at hc ⊢
  linear_combination (c * cellDet u v + 2 * π) * (v 0 * v 0 + v 1 * v 1) * hc
```

In Lean, `sq_eq_sq₀` reduces the claim to squares, and the final `linear_combination` uses `hc`, the relation $cD=2\pi$. The product form shows where the hypothesis matters: Lean sets $2\pi/0=0$, so at $D=0$ the quotient formula for the length would read $0=0$, whereas the product form is false for every $v\neq0$.

The reciprocal cell has its own signed area. With $u=a_1$ and $v=a_2$ the two vectors are $b_1=c\,(v_1,-v_0)$ and $b_2=c\,(-u_1,u_0)$, hence

$$\det(b_1,b_2)=c^2(u_0v_1-u_1v_0)=c^2D,\qquad \det(b_1,b_2)\,D=(cD)^2=(2\pi)^2 .$$

```lean
/-- If the signed area of the direct cell is nonzero, then the signed areas of the reciprocal and
direct cells multiply to `(2π)²`. -/
theorem cellDet_recip_mul {u v : Plane} (hD : cellDet u v ≠ 0) :
    cellDet (recip u v) (recip v u) * cellDet u v = (2 * π) ^ 2 := by
  have hs : cellDet v u = -cellDet u v := by unfold cellDet; ring
  have hc : 2 * π / cellDet u v * cellDet u v = 2 * π := div_mul_cancel₀ _ hD
  obtain ⟨r0, r1⟩ := recip_apply u v
  obtain ⟨q0, q1⟩ := recip_apply v u
  rw [hs, div_neg] at q0 q1
  have e : cellDet (recip u v) (recip v u) = (2 * π / cellDet u v) ^ 2 * cellDet u v := by
    rw [cellDet, r0, r1, q0, q1]
    generalize 2 * π / cellDet u v = c
    unfold cellDet
    ring
  rw [e, ← hc]
  generalize 2 * π / cellDet u v * cellDet u v = p at hc
  subst hc
  field_simp
```

The two signed areas therefore have the same sign, so the reciprocal basis keeps the orientation of the direct one.

## Independent edges are nonzero, so the angles are defined

Linear independence also guarantees $a_1\ne0$ and $a_2\ne0$. By the length relation $b_1$ and $b_2$ are then nonzero too, and both cosines are meaningful. From the components above,

$$b_1\cdot b_2=c^2(-u_1v_1-u_0v_0)=-c^2\,a_1\cdot a_2,$$

and multiplying by $S^2=D^2$ gives

$$S^2\,b_1\cdot b_2=-(2\pi)^2\,a_1\cdot a_2 .$$

The two length relations multiply to $S^2\|b_1\|\|b_2\|=(2\pi)^2\|a_1\|\|a_2\|$. Dividing one equation by the other,

$$\frac{b_1\cdot b_2}{\|b_1\|\|b_2\|}=-\frac{a_1\cdot a_2}{\|a_1\|\|a_2\|}.$$

The identity $\arccos(-x)=\pi-\arccos x$ turns this into the statement about angles.

```lean
/-- **Geometry of the planar reciprocal basis.** For linearly independent `a₁, a₂` the cell
area `S` is positive, the reciprocal lengths are `2π‖a₂‖/S` and `2π‖a₁‖/S`, and the
reciprocal angle is `π` minus the direct angle. -/
theorem reciprocal_basis_geometry {a₁ a₂ : Plane} (h : LinearIndependent ℝ ![a₁, a₂]) :
    0 < cellArea a₁ a₂ ∧
      ‖recip a₁ a₂‖ = 2 * π * ‖a₂‖ / cellArea a₁ a₂ ∧
      ‖recip a₂ a₁‖ = 2 * π * ‖a₁‖ / cellArea a₁ a₂ ∧
      angle (recip a₁ a₂) (recip a₂ a₁) = π - angle a₁ a₂ := by
  have hD := (linearIndependent_iff_cellDet a₁ a₂).1 h
  have hs : cellDet a₂ a₁ = -cellDet a₁ a₂ := by unfold cellDet; ring
  have hS : 0 < cellArea a₁ a₂ := abs_pos.2 hD
  have hA : cellArea a₂ a₁ = cellArea a₁ a₂ := by
    unfold cellArea
    rw [hs, abs_neg]
  have m1 := cellArea_mul_norm_recip hD
  have m2 := cellArea_mul_norm_recip (u := a₂) (v := a₁) (by rw [hs]; exact neg_ne_zero.2 hD)
  rw [hA] at m2
  have n1 : 0 < ‖a₁‖ := norm_pos_iff.2 (h.ne_zero 0)
  have n2 : 0 < ‖a₂‖ := norm_pos_iff.2 (h.ne_zero 1)
  have p1 : ‖recip a₁ a₂‖ ≠ 0 :=
    right_ne_zero_of_mul (a := cellArea a₁ a₂) (by rw [m1]; positivity)
  have p2 : ‖recip a₂ a₁‖ ≠ 0 :=
    right_ne_zero_of_mul (a := cellArea a₁ a₂) (by rw [m2]; positivity)
  -- the inner product changes sign when passing to the reciprocal basis
  have hJ : cellArea a₁ a₂ ^ 2 * inner ℝ (recip a₁ a₂) (recip a₂ a₁)
      = -(2 * π) ^ 2 * inner ℝ a₁ a₂ := by
    have hc : 2 * π / cellDet a₁ a₂ * cellDet a₁ a₂ = 2 * π := div_mul_cancel₀ _ hD
    obtain ⟨r0, r1⟩ := recip_apply a₁ a₂
    obtain ⟨q0, q1⟩ := recip_apply a₂ a₁
    rw [hs, div_neg] at q0 q1
    rw [cellArea, sq_abs, inner_coord, inner_coord, r0, r1, q0, q1]
    generalize 2 * π / cellDet a₁ a₂ = c at hc ⊢
    linear_combination
      -(c * cellDet a₁ a₂ + 2 * π) * (a₁ 0 * a₂ 0 + a₁ 1 * a₂ 1) * hc
  have hm : (cellArea a₁ a₂ * ‖recip a₁ a₂‖) * (cellArea a₁ a₂ * ‖recip a₂ a₁‖)
      = (2 * π * ‖a₂‖) * (2 * π * ‖a₁‖) := by rw [m1, m2]
  refine ⟨hS, ?_, ?_, ?_⟩
  · rw [eq_div_iff hS.ne', mul_comm]
    exact m1
  · rw [eq_div_iff hS.ne', mul_comm]
    exact m2
  · -- the cosines are opposite, so the angles are supplementary
    unfold angle
    rw [← Real.arccos_neg]
    congr 1
    rw [← neg_div, div_eq_div_iff (mul_ne_zero p1 p2) (mul_ne_zero n1.ne' n2.ne')]
    apply mul_left_cancel₀ (pow_ne_zero 2 hS.ne')
    linear_combination (‖a₁‖ * ‖a₂‖) * hJ + inner ℝ a₁ a₂ * hm
```

The theorem assumes linear independence and concludes four things: positive area, the two lengths and the angle. Here `angle` is the unoriented angle, with values between $0$ and $\pi$, so the result doesn't depend on the order of the vectors.

In the proof, `m1` and `m2` are the length relations for $b_1$ and $b_2$. The second needs the observation that exchanging the vectors changes the sign of $D$ but not $S$. The facts `n1`, `n2`, `p1` and `p2` say that no vector vanishes, `hJ` is the inner-product relation and `hm` the product of the lengths. The last block rewrites the claim with `Real.arccos_neg`, clears the denominators and combines `hJ` with `hm`.

If the edges were nonzero but parallel, $S>0$ would fail and there would be no reciprocal cell whose angle could be measured.

## Equal edges at $\pi/3$: the hexagonal lattice

To compute the reciprocal lengths from the direct lengths and the angle between them, it is convenient to express the area through these quantities. The identity

$$\|u\|^2\|v\|^2-(u\cdot v)^2=(u_0v_1-u_1v_0)^2$$

gives $S=\|u\|\|v\|\sin\angle(u,v)$, with no hypothesis on $u$ and $v$.

```lean
/-- The cell area is the product of the edge lengths and the sine of their angle. -/
theorem cellArea_eq_sin (u v : Plane) :
    cellArea u v = Real.sin (angle u v) * (‖u‖ * ‖v‖) := by
  rw [sin_angle_mul_norm_mul_norm, cellArea, ← Real.sqrt_sq_eq_abs]
  congr 1
  simp only [inner_coord, cellDet]
  ring
```

The hexagonal case replaces linear independence by conditions on lengths and angle: both edges have length $L>0$ and they enclose $\pi/3$. The area is then $S=\tfrac{\sqrt3}{2}L^2$, which is positive, and independence follows. Inserting $S$ in the general formulas gives

$$\|b_1\|=\|b_2\|=\frac{2\pi L}{\tfrac{\sqrt3}{2}L^2}=\frac{4\pi}{\sqrt3\,L},\qquad \angle(b_1,b_2)=\pi-\frac{\pi}{3}=\frac{2\pi}{3}.$$

```lean
/-- For direct vectors of equal length `L` at angle `π/3`, both reciprocal vectors have
length `4π/(√3 L)` and they enclose the angle `2π/3`. -/
theorem hexagonal_reciprocal {a₁ a₂ : Plane} {L : ℝ} (hL : 0 < L)
    (h1 : ‖a₁‖ = L) (h2 : ‖a₂‖ = L) (hθ : angle a₁ a₂ = π / 3) :
    ‖recip a₁ a₂‖ = 4 * π / (√3 * L) ∧ ‖recip a₂ a₁‖ = 4 * π / (√3 * L) ∧
      angle (recip a₁ a₂) (recip a₂ a₁) = 2 * π / 3 := by
  have h3 : 0 < √(3 : ℝ) := Real.sqrt_pos.2 (by norm_num)
  have hS : cellArea a₁ a₂ = √3 / 2 * (L * L) := by
    rw [cellArea_eq_sin, hθ, h1, h2, Real.sin_pi_div_three]
  have hpos : 0 < cellArea a₁ a₂ := by rw [hS]; positivity
  have hD : cellDet a₁ a₂ ≠ 0 := abs_pos.1 hpos
  obtain ⟨-, b1, b2, b3⟩ :=
    reciprocal_basis_geometry ((linearIndependent_iff_cellDet a₁ a₂).2 hD)
  have key : 2 * π * L / (√3 / 2 * (L * L)) = 4 * π / (√3 * L) := by
    rw [div_eq_div_iff (by positivity) (by positivity)]
    ring
  refine ⟨?_, ?_, ?_⟩
  · rw [b1, h2, hS, key]
  · rw [b2, h1, hS, key]
  · rw [b3, hθ]
    ring

end

end PlanarReciprocalBasis
```

Each condition has its own role.

- **Positive length** (`hL`) says that the lattice constant is a real distance. The proof uses it to obtain $S>0$ and to clear denominators. It adds no restriction, since two vectors at an angle of $\pi/3$ are already nonzero.
- **Equal lengths** (`h1`, `h2`) enter through the area and through the numerators. Without them the reciprocal angle is still $2\pi/3$, but the reciprocal lengths become $4\pi/(\sqrt3\,\|a_1\|)$ and $4\pi/(\sqrt3\,\|a_2\|)$, and the lattice is in general no longer hexagonal.
- **The angle** (`hθ`) supplies $\sin(\pi/3)=\sqrt3/2$ and the final subtraction. If the same lattice is described by edges at $2\pi/3$, the sine and hence the reciprocal lengths stay the same, while the reciprocal angle becomes $\pi/3$.

```lean
#print axioms PlanarReciprocalBasis.eq_recip_iff
-- 'PlanarReciprocalBasis.eq_recip_iff' depends on axioms: [propext, Classical.choice, Quot.sound]
#print axioms PlanarReciprocalBasis.cellDet_recip_mul
-- 'PlanarReciprocalBasis.cellDet_recip_mul' depends on axioms: [propext, Classical.choice, Quot.sound]
#print axioms PlanarReciprocalBasis.reciprocal_basis_geometry
-- 'PlanarReciprocalBasis.reciprocal_basis_geometry' depends on axioms: [propext, Classical.choice, Quot.sound]
#print axioms PlanarReciprocalBasis.hexagonal_reciprocal
-- 'PlanarReciprocalBasis.hexagonal_reciprocal' depends on axioms: [propext, Classical.choice, Quot.sound]
```
